# Static response of the non-interacting two-dimensional electron gas for $q > 2k_F$

To screen a static impurity potential in a two-dimensional electron gas in the random-phase approximation, one divides each Fourier component of the potential by $1 + V(q)\,\Pi(q)$. Here $V(q)$ is the two-dimensional Fourier transform of the Coulomb interaction and $\Pi(q)$ is the static density response of the non-interacting gas at zero temperature. For wavevectors $q$ above twice the Fermi wavevector $k_F$, the value to insert is

$$\frac{\Pi(q)}{N} = 1 - \sqrt{1 - \frac{1}{x^2}}, \qquad x = \frac{q}{2k_F} > 1,$$

where $N$ is the density of states per area, with both spins counted. The derivation below starts from the integral over the Fermi disc. It then gives the behaviour of the ratio at the edge $x = 1$ and at large $x$.

```lean
import Mathlib

open Filter Set
open scoped Topology Real

namespace SternTwoDimensionalGas

noncomputable section
```

## From the Fermi disc to one integral

Measure wavevectors in units of $k_F$ and energies in units of the Fermi energy. A plane wave then has energy $\varepsilon(\mathbf k) = k_x^2 + k_y^2$.

```lean
/-- Kinetic energy of a plane wave in two dimensions, in units of the Fermi energy,
with the wavevector in units of the Fermi wavevector. -/
def energy (kx ky : ℝ) : ℝ := kx ^ 2 + ky ^ 2
```

With $f$ the zero-temperature occupation, and with the sign chosen so that the response is positive,

$$\Pi(\mathbf q) = 2\int \frac{d^2k}{(2\pi)^2}\, \frac{f_{\mathbf k} - f_{\mathbf k+\mathbf q}}{\varepsilon(\mathbf k+\mathbf q) - \varepsilon(\mathbf k)}.$$

The leading 2 counts spin. Shifting $\mathbf k$ in the second term and reflecting it in the first shows that the two terms are equal, so

$$\Pi(\mathbf q) = \frac{1}{\pi^2}\int_{|\mathbf k|\le 1} \frac{d^2k}{\varepsilon(\mathbf k-\mathbf q) - \varepsilon(\mathbf k)}.$$

The number of states per area up to energy $\varepsilon$ is $2\cdot\pi k^2/(2\pi)^2 = \varepsilon/(2\pi)$, hence $N = 1/(2\pi)$, and $\Pi/N$ has the prefactor $2/\pi$. The gas is isotropic, so $\mathbf q$ may be put along the first axis, with length $2x$. Write $u$ for the component of $\mathbf k$ along $\mathbf q$ and $v$ for the transverse one.

The Lean function `response` is this ratio $\Pi/N$, written as an iterated integral over the disc. The reduction from occupations to the disc is built into the definition. For $0 < x < 1$ the energy difference changes sign inside the disc and the integral needs a principal value. That branch of the response, where the ratio is constant and equal to 1, is left aside: every statement about `response` concerns $x > 1$ or a limit taken there.

```lean
/-- Static density response of the two-dimensional electron gas divided by its density of states, at
wavevector `q = 2x` (in Fermi wavevectors) with `x > 1`: `2 / π` times the integral over the Fermi
disc of the inverse energy cost of scattering an electron from `k` to `k - q`. -/
def response (x : ℝ) : ℝ :=
  2 / π * ∫ u in (-1 : ℝ)..1, ∫ v in (-√(1 - u ^ 2))..(√(1 - u ^ 2)),
    1 / (energy (u - 2 * x) v - energy u v)
```

The energy cost does not depend on $v$:

$$\varepsilon(u-2x, v) - \varepsilon(u,v) = 4x^2 - 4xu = 4x(x-u).$$

It is positive for $-1 \le u \le 1 < x$. The transverse integral therefore only contributes the length of the chord, $2\sqrt{1-u^2}$, and

$$\frac{\Pi}{N} = \frac{2}{\pi}\int_{-1}^{1}\frac{2\sqrt{1-u^2}}{4x(x-u)}\,du = \frac{1}{\pi x}\int_{-1}^{1}\frac{\sqrt{1-u^2}}{x-u}\,du.$$

The theorem states both facts, the positive cost and the single integral. Its step `inner` is the transverse integration.

```lean
/-- For `x > 1` every scattering from `k` to `k - q` out of the Fermi disc costs a positive
energy, and the response reduces to a single integral over the wavevector component
along `q`, weighted by the length of the chord. -/
theorem response_eq_integral {x : ℝ} (hx : 1 < x) :
    (∀ u ∈ Icc (-1 : ℝ) 1, ∀ v : ℝ, 0 < energy (u - 2 * x) v - energy u v) ∧
    response x = 1 / (π * x) * ∫ u in (-1 : ℝ)..1, √(1 - u ^ 2) / (x - u) := by
  refine ⟨fun u hu v => ?_, ?_⟩
  · have e : energy (u - 2 * x) v - energy u v = (4 * x) * (x - u) := by
      unfold energy; ring
    rw [e]
    exact mul_pos (by linarith) (by linarith [hu.2])
  have inner : ∀ u : ℝ, (∫ v in (-√(1 - u ^ 2))..(√(1 - u ^ 2)),
      1 / (energy (u - 2 * x) v - energy u v)) = 1 / (2 * x) * (√(1 - u ^ 2) / (x - u)) := by
    intro u
    -- the energy cost does not depend on the transverse component
    have h : ∀ v : ℝ, 1 / (energy (u - 2 * x) v - energy u v)
        = 1 / (4 * x) * (1 / (x - u)) := by
      intro v
      have e : energy (u - 2 * x) v - energy u v = (4 * x) * (x - u) := by
        unfold energy; ring
      rw [e]
      simp only [one_div, mul_inv]
    simp only [h, intervalIntegral.integral_const, smul_eq_mul]
    ring
  unfold response
  simp only [inner, intervalIntegral.integral_const_mul]
  ring
```

## The chord integral

Put $s = \sqrt{x^2-1}$ and $g(u) = (xu-1)/(x-u)$. An antiderivative of the integrand is

$$F(u) = x\arcsin u - \sqrt{1-u^2} - s\arcsin g(u).$$

To check it, note that $g'(u) = s^2/(x-u)^2$ and

$$1 - g(u)^2 = \frac{(x-u)^2-(xu-1)^2}{(x-u)^2} = \frac{s^2(1-u^2)}{(x-u)^2}.$$

For $-1 < u < 1$ this gives

$$F'(u) = \frac{x+u}{\sqrt{1-u^2}} - \frac{s^2}{(x-u)\sqrt{1-u^2}} = \frac{x^2-u^2-(x^2-1)}{(x-u)\sqrt{1-u^2}} = \frac{\sqrt{1-u^2}}{x-u}.$$

At the ends $g(1) = 1$ and $g(-1) = -1$, so

$$\int_{-1}^{1}\frac{\sqrt{1-u^2}}{x-u}\,du = F(1)-F(-1) = \pi\left(x - \sqrt{x^2-1}\right).$$

In the proof, `e` is the identity for $1-g^2$, `h3` is the derivative of $g$, and `alg` is the final simplification of $F'$. The endpoint values of $g$ are `e1` and `e2`.

```lean
/-- The integral over the Fermi disc's chords in closed form, for `x > 1`. -/
theorem chord_integral {x : ℝ} (hx : 1 < x) :
    ∫ u in (-1 : ℝ)..1, √(1 - u ^ 2) / (x - u) = π * (x - √(x ^ 2 - 1)) := by
  have hx2 : 0 < x ^ 2 - 1 := by nlinarith
  obtain ⟨s, hsdef⟩ : ∃ s, s = √(x ^ 2 - 1) := ⟨_, rfl⟩
  have hs0 : 0 < s := by rw [hsdef]; exact Real.sqrt_pos.2 hx2
  have hs : s ^ 2 = x ^ 2 - 1 := by rw [hsdef]; exact Real.sq_sqrt hx2.le
  rw [← hsdef]
  have hne : ∀ u ∈ Icc (-1 : ℝ) 1, x - u ≠ 0 := by
    intro u hu
    have h : 0 < x - u := by linarith [hu.2]
    exact h.ne'
  have hroot : Continuous (fun u : ℝ => √(1 - u ^ 2)) := by fun_prop
  have hg : ContinuousOn (fun u : ℝ => (x * u - 1) / (x - u)) (Icc (-1) 1) :=
    ContinuousOn.div (by fun_prop) (by fun_prop) hne
  have hint : IntervalIntegrable (fun u : ℝ => √(1 - u ^ 2) / (x - u))
      MeasureTheory.volume (-1) 1 :=
    ContinuousOn.intervalIntegrable_of_Icc (by norm_num)
      (ContinuousOn.div hroot.continuousOn (by fun_prop) hne)
  have hcont : ContinuousOn (fun u : ℝ => x * Real.arcsin u - √(1 - u ^ 2)
      - s * Real.arcsin ((x * u - 1) / (x - u))) (Icc (-1) 1) :=
    ((continuous_const.mul Real.continuous_arcsin).sub hroot).continuousOn.sub
      (continuousOn_const.mul (Real.continuous_arcsin.comp_continuousOn hg))
  -- the antiderivative, differentiated inside the interval
  have hderiv : ∀ u ∈ Ioo (-1 : ℝ) 1, HasDerivAt (fun u : ℝ => x * Real.arcsin u
      - √(1 - u ^ 2) - s * Real.arcsin ((x * u - 1) / (x - u)))
      (√(1 - u ^ 2) / (x - u)) u := by
    intro u hu
    have hd0 : 0 < x - u := by linarith [hu.2]
    have hu2 : 0 < 1 - u ^ 2 := by nlinarith [hu.1, hu.2]
    have hr0 : 0 < √(1 - u ^ 2) := Real.sqrt_pos.2 hu2
    have hr : √(1 - u ^ 2) ^ 2 = 1 - u ^ 2 := Real.sq_sqrt hu2.le
    have p : HasDerivAt (fun t : ℝ => 1 - t ^ 2) (-(2 * u)) u :=
      ((hasDerivAt_pow 2 u).const_sub 1).congr_deriv (by norm_num)
    have hn : HasDerivAt (fun t : ℝ => x * t - 1) x u :=
      (((hasDerivAt_id' u).const_mul x).sub_const 1).congr_deriv (by ring)
    have hd : HasDerivAt (fun t : ℝ => x - t) (-1) u := (hasDerivAt_id' u).const_sub x
    have h3 : HasDerivAt (fun t : ℝ => (x * t - 1) / (x - t))
        ((x ^ 2 - 1) / (x - u) ^ 2) u :=
      (hn.fun_div hd hd0.ne').congr_deriv (by congr 1; ring)
    have e : 1 - ((x * u - 1) / (x - u)) ^ 2 = (s * √(1 - u ^ 2) / (x - u)) ^ 2 := by
      have hd' := hd0.ne'
      rw [div_pow, div_pow, mul_pow, hs, hr, eq_div_iff (pow_ne_zero 2 hd'), sub_mul,
        div_mul_cancel₀ _ (pow_ne_zero 2 hd')]
      ring
    have hpos : 0 < s * √(1 - u ^ 2) / (x - u) := div_pos (mul_pos hs0 hr0) hd0
    have hgm : (x * u - 1) / (x - u) ≠ -1 := by
      intro h
      have q := pow_pos hpos 2
      rw [← e, h] at q
      norm_num at q
    have hgp : (x * u - 1) / (x - u) ≠ 1 := by
      intro h
      have q := pow_pos hpos 2
      rw [← e, h] at q
      norm_num at q
    have h4 : HasDerivAt (fun t : ℝ => Real.arcsin ((x * t - 1) / (x - t)))
        (1 / √(1 - ((x * u - 1) / (x - u)) ^ 2) * ((x ^ 2 - 1) / (x - u) ^ 2)) u :=
      HasDerivAt.comp u (Real.hasDerivAt_arcsin hgm hgp) h3
    rw [e, Real.sqrt_sq hpos.le] at h4
    have alg : ∀ r : ℝ, 0 < r → r ^ 2 = 1 - u ^ 2 →
        x * (1 / r) - -(2 * u) / (2 * r)
          - s * (1 / (s * r / (x - u)) * ((x ^ 2 - 1) / (x - u) ^ 2)) = r / (x - u) := by
      intro r h0 h2
      have hd' := hd0.ne'
      rw [← hs]
      field_simp
      linear_combination -hs - h2
    exact ((((Real.hasDerivAt_arcsin hu.1.ne' hu.2.ne).const_mul x).fun_sub
      (p.sqrt hu2.ne')).fun_sub (h4.const_mul s)).congr_deriv (alg _ hr0 hr)
  rw [intervalIntegral.integral_eq_sub_of_hasDerivAt_of_le (by norm_num) hcont hderiv hint]
  have e1 : (x * 1 - 1) / (x - 1) = 1 := by
    rw [mul_one]; exact div_self (by linarith)
  have e2 : (x * (-1) - 1) / (x - (-1)) = -1 := by
    rw [div_eq_iff (by linarith)]; ring
  have z1 : √(1 - (1 : ℝ) ^ 2) = 0 := by norm_num
  have z2 : √(1 - (-1 : ℝ) ^ 2) = 0 := by norm_num
  simp only [e1, e2, z1, z2, Real.arcsin_one, Real.arcsin_neg_one]
  ring
```

The proof turns on the version of the fundamental theorem of calculus that it uses, `intervalIntegral.integral_eq_sub_of_hasDerivAt_of_le`. The arcsine has no finite derivative at $\pm1$, so $F$ cannot be differentiated term by term at the ends of the interval. This version asks for a derivative only in the open interval (`hderiv`), together with continuity of $F$ on the closed interval (`hcont`) and integrability of the integrand (`hint`). Continuity is easy because Mathlib's `Real.arcsin` is defined and continuous on the whole real line. Integrability follows from the continuity of the integrand, since $x-u$ never vanishes for $x>1$.

The last term of $F$ gives a neighbouring integral by the same calculation. Since $\arcsin g(u)$ has derivative $s/\big((x-u)\sqrt{1-u^2}\big)$ and rises by $\pi$ across the interval,

$$\frac{1}{\pi}\int_{-1}^{1}\frac{du}{(x-u)\sqrt{1-u^2}} = \frac{1}{\sqrt{x^2-1}}.$$

This is the on-site Green's function of an infinite nearest-neighbour tight-binding chain above its band, with energy measured from the band centre in units of half the bandwidth. It is a by-product worked out here and has no theorem in the file.

## Stern's formula above $2k_F$

Division by $\pi x$ gives

$$\frac{\Pi}{N} = \frac{x-\sqrt{x^2-1}}{x} = 1-\sqrt{1-\frac{1}{x^2}},$$

where $x>0$ allows the factor $1/x$ to be taken under the root. The hypothesis `1 < x` is the condition $q>2k_F$.

```lean
/-- Stern's formula: for `x = q / (2 k_F) > 1` the static response of the two-dimensional
gas, relative to the density of states, is `1 - √(1 - 1/x²)`. -/
theorem stern_formula {x : ℝ} (hx : 1 < x) : response x = 1 - √(1 - 1 / x ^ 2) := by
  have h0 : 0 < x := by linarith
  have e : 1 - 1 / x ^ 2 = (x ^ 2 - 1) / x ^ 2 := by
    rw [sub_div, div_self (pow_ne_zero 2 h0.ne')]
  rw [(response_eq_integral hx).2, chord_integral hx, e, Real.sqrt_div' _ (sq_nonneg x),
    Real.sqrt_sq h0.le]
  generalize √(x ^ 2 - 1) = s
  have hpi := Real.pi_ne_zero
  field_simp
```

## Decrease from the edge

If $1<a<b$, then $1/b^2<1/a^2\le 1$, so $\sqrt{1-1/a^2}<\sqrt{1-1/b^2}$ and the response at $b$ is smaller than at $a$. In Lean this is `StrictAntiOn response (Ioi 1)`: strict decrease on the open half-line $x>1$.

```lean
/-- Beyond `q = 2 k_F` the response strictly decreases with the wavevector. -/
theorem response_strictAntiOn : StrictAntiOn response (Ioi 1) := by
  intro a ha b hb hab
  have ha1 : 1 < a := ha
  have h2 : 1 / b ^ 2 < 1 / a ^ 2 :=
    one_div_lt_one_div_of_lt (by positivity) (by nlinarith)
  have h3 : 1 / a ^ 2 ≤ 1 := (div_le_one (by positivity)).2 (by nlinarith)
  have h4 := Real.sqrt_lt_sqrt (sub_nonneg.2 h3) (sub_lt_sub_left h2 1)
  rw [stern_formula ha, stern_formula hb]
  linarith
```

The function $\sqrt{1-1/x^2}$ is continuous at $x=1$ and vanishes there. The notation `𝓝[>] 1` means that $x$ approaches 1 from above.

```lean
/-- The square root in Stern's formula vanishes as `q` approaches `2 k_F` from above. -/
theorem root_tendsto_zero :
    Tendsto (fun x : ℝ => √(1 - 1 / x ^ 2)) (𝓝[>] 1) (𝓝 0) := by
  have h : ContinuousAt (fun x : ℝ => 1 / x ^ 2) 1 :=
    continuousAt_const.div (continuous_pow 2).continuousAt (by norm_num)
  have c : ContinuousAt (fun x : ℝ => √(1 - 1 / x ^ 2)) 1 :=
    Real.continuous_sqrt.continuousAt.comp (continuousAt_const.sub h)
  have t := c.tendsto.mono_left (nhdsWithin_le_nhds (s := Ioi 1))
  simpa using t
```

Subtracting this root from 1 gives $\Pi/N \to 1$ as $x\to1^+$, so the response itself tends to the density of states. The formula has been proved for $x>1$, which is enough for a limit from that side.

```lean
/-- As `q` approaches `2 k_F` from above, the response divided by the density of states tends to 1.
-/
theorem response_tendsto_one : Tendsto response (𝓝[>] 1) (𝓝 1) := by
  have t := (tendsto_const_nhds (x := (1 : ℝ))).sub root_tendsto_zero
  rw [sub_zero] at t
  refine t.congr' ?_
  filter_upwards [self_mem_nhdsWithin] with x hx using (stern_formula hx).symm
```

## The slope at $2k_F$

The derivative of $1-1/x^2$ is $2/x^3$, so by the chain rule

$$\frac{d}{dx}\frac{\Pi}{N} = -\frac{1}{2\sqrt{1-1/x^2}}\cdot\frac{2}{x^3} = -\frac{1}{x^3\sqrt{1-1/x^2}}.$$

The Lean proof differentiates the closed form and transfers the result to `response`, because the two functions agree in a neighbourhood of every $x>1$.

```lean
/-- The slope of the response at `x = q / (2 k_F) > 1`. -/
theorem response_hasDerivAt {x : ℝ} (hx : 1 < x) :
    HasDerivAt response (-(1 / (x ^ 3 * √(1 - 1 / x ^ 2)))) x := by
  have h0 : x ≠ 0 := by linarith
  have hA : 0 < 1 - 1 / x ^ 2 :=
    sub_pos.2 ((div_lt_one (by positivity)).2 (by nlinarith))
  have p : HasDerivAt (fun t : ℝ => t ^ 2) (2 * x) x :=
    (hasDerivAt_pow 2 x).congr_deriv (by norm_num)
  have h : HasDerivAt (fun t : ℝ => 1 - 1 / t ^ 2) (2 / x ^ 3) x :=
    (((hasDerivAt_const x (1 : ℝ)).fun_div p (pow_ne_zero 2 h0)).const_sub 1).congr_deriv
      (by field_simp; ring)
  have k : HasDerivAt (fun t : ℝ => 1 - √(1 - 1 / t ^ 2))
      (-(1 / (x ^ 3 * √(1 - 1 / x ^ 2)))) x :=
    ((h.sqrt hA.ne').const_sub 1).congr_deriv (by ring)
  refine k.congr_of_eventuallyEq ?_
  filter_upwards [Ioi_mem_nhds hx] with t ht using stern_formula ht
```

As $x\to1^+$ the denominator $x^3\sqrt{1-1/x^2}$ tends to zero through positive values. Its reciprocal tends to $+\infty$ and the slope to $-\infty$, which Lean writes as `atBot`. The positivity matters, and `t'` records it along with the limit.

```lean
/-- The slope of the response tends to minus infinity as `q` approaches `2 k_F` from
above. -/
theorem slope_tendsto_atBot : Tendsto (deriv response) (𝓝[>] 1) atBot := by
  have c : Tendsto (fun x : ℝ => x ^ 3) (𝓝[>] 1) (𝓝 (1 ^ 3)) :=
    ((continuous_pow 3).tendsto 1).mono_left nhdsWithin_le_nhds
  have t := c.mul root_tendsto_zero
  rw [mul_zero] at t
  -- the denominator of the slope tends to zero through positive values
  have t' : Tendsto (fun x : ℝ => x ^ 3 * √(1 - 1 / x ^ 2)) (𝓝[>] 1) (𝓝[>] 0) := by
    refine tendsto_nhdsWithin_iff.2 ⟨t, ?_⟩
    filter_upwards [self_mem_nhdsWithin] with x hx
    have hx1 : 1 < x := hx
    have hA : 0 < 1 - 1 / x ^ 2 :=
      sub_pos.2 ((div_lt_one (by positivity)).2 (by nlinarith))
    exact mul_pos (by positivity) (Real.sqrt_pos.2 hA)
  refine (tendsto_neg_atTop_atBot.comp (tendsto_inv_nhdsGT_zero.comp t')).congr' ?_
  filter_upwards [self_mem_nhdsWithin] with x hx
  rw [(response_hasDerivAt hx).deriv, one_div (x ^ 3 * _)]
  rfl
```

## The tail at large wavevector

Let $y=\sqrt{1-1/x^2}$. Multiplying and dividing by $1+y$ gives

$$x^2(1-y) = \frac{x^2(1-y^2)}{1+y} = \frac{1}{1+y}.$$

As $x\to\infty$, $y\to1$ and the product tends to $1/2$. The response thus falls off as $N/(2x^2) = 2Nk_F^2/q^2$. The theorem states this as the limit of `x ^ 2 * response x` along `atTop`, and its last lines are the multiplication by the conjugate factor.

```lean
/-- At short wavelengths the response falls off as `1 / (2x²)`: its product with `x²`
tends to one half. -/
theorem response_tail : Tendsto (fun x => x ^ 2 * response x) atTop (𝓝 (1 / 2)) := by
  have h : Tendsto (fun x : ℝ => 1 / x ^ 2) atTop (𝓝 0) := by
    simp only [one_div]
    exact tendsto_inv_atTop_zero.comp (tendsto_pow_atTop two_ne_zero)
  have r : Tendsto (fun x : ℝ => √(1 - 1 / x ^ 2)) atTop (𝓝 1) := by
    have t := (Real.continuous_sqrt.tendsto (1 - 0)).comp
      ((tendsto_const_nhds (x := (1 : ℝ))).sub h)
    rw [sub_zero, Real.sqrt_one] at t
    exact t
  have t : Tendsto (fun x : ℝ => 1 / (1 + √(1 - 1 / x ^ 2))) atTop (𝓝 (1 / (1 + 1))) :=
    tendsto_const_nhds.div (tendsto_const_nhds.add r) (by norm_num)
  rw [one_add_one_eq_two] at t
  refine t.congr' ?_
  filter_upwards [eventually_gt_atTop 1] with x hx
  have hA : 0 ≤ 1 - 1 / x ^ 2 :=
    sub_nonneg.2 ((div_le_one (by positivity)).2 (by nlinarith))
  have hy := Real.sq_sqrt hA
  have hc : x ^ 2 * (1 / x ^ 2) = 1 := mul_one_div_cancel (by positivity)
  have hp : 1 + √(1 - 1 / x ^ 2) ≠ 0 := by positivity
  -- multiply by the conjugate factor
  rw [stern_formula hx, div_eq_iff hp]
  linear_combination x ^ 2 * hy - hc

end

end SternTwoDimensionalGas
```

```lean
#print axioms SternTwoDimensionalGas.stern_formula
-- 'SternTwoDimensionalGas.stern_formula' depends on axioms: [propext, Classical.choice, Quot.sound]
#print axioms SternTwoDimensionalGas.response_tendsto_one
-- 'SternTwoDimensionalGas.response_tendsto_one' depends on axioms: [propext, Classical.choice, Quot.sound]
#print axioms SternTwoDimensionalGas.slope_tendsto_atBot
-- 'SternTwoDimensionalGas.slope_tendsto_atBot' depends on axioms: [propext, Classical.choice, Quot.sound]
#print axioms SternTwoDimensionalGas.response_tail
-- 'SternTwoDimensionalGas.response_tail' depends on axioms: [propext, Classical.choice, Quot.sound]
```
